# The square of σz ⊗ C + σy ⊗ S for commuting matrices C and S

A qubit is coupled to a second system with finitely many basis states through the operator σz ⊗ C + σy ⊗ S, where `C` and `S` are complex matrices acting on the second system. The lemma says that if `C` and `S` commute, the square of this operator is C² + S² on each of the two qubit states, with no terms linking them. Neither matrix need be Hermitian, and C² + S² need not be the identity. The proof writes the operator as a two-by-two block matrix, multiplies the blocks, and leaves the four resulting equations to `simp only` followed by `abel`.

The first attempt, which Lean rejects:

```lean
import Mathlib

open Matrix Filter
open scoped Matrix.Norms.L2Operator

namespace DressedQubitSq

noncomputable section

variable {n : Type*} [Fintype n] [DecidableEq n]

/-- The qubit operator `σz ⊗ C + σy ⊗ S`, written in blocks over the two qubit states. -/
def dressedQubit (C S : Matrix n n ℂ) : Matrix (n ⊕ n) (n ⊕ n) ℂ :=
  fromBlocks C (-(Complex.I • S)) (Complex.I • S) (-C)

/-- For commuting field matrices `C` and `S`, the operator `σz ⊗ C + σy ⊗ S` squares to
`C² + S²` on both qubit states. -/
theorem dressedQubit_sq {C S : Matrix n n ℂ} (h : C * S = S * C) :
    dressedQubit C S * dressedQubit C S
      = fromBlocks (C * C + S * S) 0 0 (C * C + S * S) := by
  rw [dressedQubit, fromBlocks_multiply]
  congr 1 <;> simp only [neg_mul, mul_neg, smul_mul_assoc, mul_smul_comm, smul_smul,
    Complex.I_mul_I, neg_smul, one_smul, neg_neg, h] <;> abel

end

end DressedQubitSq
```

Messages:

```
Try this:
  [apply] abel_nf
Try this:
  [apply] abel_nf
Main.lean:20:58: error: unsolved goals
case e_A
n : Type u_1
inst✝¹ : Fintype n
inst✝ : DecidableEq n
C S : Matrix n n ℂ
h : C * S = S * C
⊢ C * C + Complex.I • -1 • Complex.I • (S * S) = C * C + S * S

case e_C
n : Type u_1
inst✝¹ : Fintype n
inst✝ : DecidableEq n
C S : Matrix n n ℂ
h : C * S = S * C
⊢ Complex.I • (S * C) + Complex.I • -1 • (S * C) = 0
```

Diagnosis. The two "Try this" messages mean that `abel` could not close two of the goals and fell back on `abel_nf`, which left them in the form shown in the error. The `-1` there is how `abel_nf` writes a minus sign.

In both goals the minus sign is stuck inside a multiplication by `Complex.I`. In `e_A`, the top left block, it stands between the two factors of `Complex.I`, so `smul_smul` cannot join them and `Complex.I_mul_I` has no product to rewrite. In `e_C`, the lower left block, the two terms are opposite, but `abel` does not move a minus sign out through a complex scalar, so it does not see that they cancel.

The added lemma `smul_neg` rewrites `r • -x` as `-(r • x)`. In `e_A` this brings the two factors together, their product becomes -1, and the signs cancel to leave `S * S`. In `e_C` it leaves a term plus its own negative, which `abel` can reduce to zero.

Fix (accepted with no message):

```diff
@@ -21,5 +21,5 @@
   rw [dressedQubit, fromBlocks_multiply]
   congr 1 <;> simp only [neg_mul, mul_neg, smul_mul_assoc, mul_smul_comm, smul_smul,
-    Complex.I_mul_I, neg_smul, one_smul, neg_neg, h] <;> abel
+    smul_neg, Complex.I_mul_I, neg_smul, one_smul, neg_neg, h] <;> abel
 
 end
```
